# Two-sided closure bounds on the second-order energy for excitation energies in a known positive interval

## An estimate before the linear solve

In second-order perturbation theory with a zeroth-order Hamiltonian that is not diagonal in the working basis, the energy can be found by solving a linear system. Before solving it, one can apply the operator once to the coupling vector and form an estimate from two inner products. If the excitation energies of the zeroth-order Hamiltonian, measured from the reference state, are known to lie between two positive numbers, the bounds below say how far this estimate can be from the second-order energy.

Let H₀ be the zeroth-order Hamiltonian, V the perturbation and |0⟩ a non-degenerate, normalised reference state with zeroth-order energy E₀. On the space orthogonal to |0⟩, let A be H₀ − E₀ and let b be the projection of V|0⟩. For real wavefunctions in a finite basis, the first-order vector is −A⁻¹b and the second-order energy is

E₂ = −⟨b, A⁻¹b⟩.

Suppose that b ≠ 0 and that every eigenvalue of A lies in [g, G] with g > 0. Write q = ⟨b, Ab⟩ and U = −‖b‖⁴/q. Then q > 0 and

((g + G)²/(4gG)) U ≤ E₂ ≤ U.

U has the form −‖b‖²/Δ with mean excitation energy Δ = q/‖b‖². Textbook closure approximations often choose Δ empirically; here the variational principle fixes it, and "closure energy" means this U.

## The upper bound from one variational parameter

The Hylleraas functional of a trial first-order vector x is

J(x) = ⟨x, Ax⟩ + 2⟨x, b⟩.

Put y = A⁻¹b. Since A is symmetric and Ay = b,

⟨x + y, A(x + y)⟩ = ⟨x, Ax⟩ + 2⟨x, b⟩ + ⟨b, y⟩,

and therefore

J(x) = E₂ + ⟨x + y, A(x + y)⟩.

To see that the last term is non-negative, take orthonormal eigenvectors eᵢ of A with eigenvalues wᵢ. For any z,

⟨z, Az⟩ = Σᵢ wᵢ⟨eᵢ, z⟩²,

which is positive unless z = 0. So E₂ is the minimum of J, and q > 0.

For the trial vector x = cb, with c a real number,

J(cb) = c²q + 2c‖b‖² = (cq + ‖b‖²)²/q − ‖b‖⁴/q.

The minimum is at c = −‖b‖²/q and equals U. Restricting the trial vectors cannot lower the minimum, so E₂ ≤ U.

## The lower bound from the spectral interval

Each eigenvalue satisfies (wᵢ − g)(wᵢ − G) ≤ 0, that is,

wᵢ² + gG ≤ (g + G)wᵢ.

Let bᵢ = ⟨eᵢ, b⟩. Multiplying by bᵢ²/wᵢ and summing over i gives, with p = ⟨b, A⁻¹b⟩,

q + gGp ≤ (g + G)‖b‖².

Multiply by 4q and rearrange:

4gGpq ≤ 4q(g + G)‖b‖² − 4q².

Because ((g + G)‖b‖² − 2q)² ≥ 0, the right side is at most (g + G)²‖b‖⁴. Division by 4gGq gives

p ≤ (g + G)²‖b‖⁴/(4gGq),

and a change of sign gives the lower bound.

## When the bounds are attained

If E₂ = U, the optimal trial vector cb has zero error, so cb + A⁻¹b = 0. Applying A gives cAb + b = 0. Here c ≠ 0, since b ≠ 0, and b is an eigenvector. Conversely, if Ab = μb, then p = ‖b‖²/μ and q = μ‖b‖², so both energies are −‖b‖²/μ.

For the lower bound, let b = u + v with orthogonal unit eigenvectors u and v belonging to g and G. Then ‖b‖² = 2, q = g + G and p = 1/g + 1/G. Hence U = −4/(g + G), and

((g + G)²/(4gG)) U = −(g + G)/(gG) = E₂.

## An example with two excited states

Take the matrix A with rows (2, 1) and (1, 2), whose eigenvalues are 1 and 3, and b = (2, 1), in arbitrary energy units. Then Ab = (5, 4), ‖b‖² = 5 and q = 14, so

U = −25/14 ≈ −1.786.

With g = 1 and G = 3 the prefactor is 16/12 = 4/3, and the lower bound is −50/21 ≈ −2.381. The linear system has the solution A⁻¹b = (1, 0), so E₂ = −2, which lies between the two.

## The statement in Lean

The space `E` is a real inner product space, finite-dimensional from `exists_modes` onwards, and `A : Module.End ℝ E` is a linear operator on it. The definitions `hylleraas`, `secondOrderEnergy` and `closureEnergy` are J, E₂ and U.

In `closure_bounds`, `hA` says that A is symmetric, and `hspec` places every eigenvalue in the closed interval `Set.Icc g G`. The endpoints need not be eigenvalues, so safe estimates of the spectral edges suffice. Positivity of G follows from the other hypotheses. The conclusion has three parts: q > 0, the lower bound and the upper bound.

`Ring.inverse` is the ordinary inverse when A is invertible and zero otherwise; invertibility is proved from the absence of a zero eigenvalue.

The step left to the physicist is the identification of A and b with a particular H₀, V and reference state: E₂ enters as a definition, not as a coefficient derived from a perturbed eigenvalue. In a finite real basis, if the reference is the non-degenerate ground state of H₀, b ≠ 0 and the excitation energies of H₀ are known to lie in [g, G] with g > 0, the result brackets the second-order energy of an electronic-structure calculation. The bracket is wide when G/g is large.

```lean
import Mathlib

open scoped InnerProductSpace

namespace ClosureTrialBounds

noncomputable section

variable {E : Type*} [NormedAddCommGroup E] [InnerProductSpace ℝ E]

/-- The Hylleraas functional `⟨x, A x⟩ + 2 ⟨x, b⟩` of a trial first-order vector `x`. -/
def hylleraas (A : Module.End ℝ E) (b x : E) : ℝ := ⟪x, A x⟫_ℝ + 2 * ⟪x, b⟫_ℝ

/-- The second-order energy `-⟨b, A⁻¹ b⟩`, for invertible `A`. -/
def secondOrderEnergy (A : Module.End ℝ E) (b : E) : ℝ := -⟪b, Ring.inverse A b⟫_ℝ

/-- The closure energy `U = -‖b‖⁴ / ⟨b, A b⟩`, for `⟨b, A b⟩ ≠ 0`. -/
def closureEnergy (A : Module.End ℝ E) (b : E) : ℝ := -‖b‖ ^ 4 / ⟪b, A b⟫_ℝ

/-- If `⟨b, A b⟩` is positive, the closure energy is the minimum of the Hylleraas functional
over trial vectors proportional to `b`. -/
theorem closureEnergy_isLeast (A : Module.End ℝ E) (b : E) (hq : 0 < ⟪b, A b⟫_ℝ) :
    IsLeast (Set.range fun c : ℝ => hylleraas A b (c • b)) (closureEnergy A b) := by
  have hf : ∀ c : ℝ, hylleraas A b (c • b) = c ^ 2 * ⟪b, A b⟫_ℝ + 2 * c * ‖b‖ ^ 2 := by
    intro c
    simp only [hylleraas, map_smul, real_inner_smul_left, real_inner_smul_right,
      real_inner_self_eq_norm_sq]
    ring
  constructor
  · refine ⟨-(‖b‖ ^ 2 / ⟪b, A b⟫_ℝ), ?_⟩
    change hylleraas A b (-(‖b‖ ^ 2 / ⟪b, A b⟫_ℝ) • b) = _
    rw [hf, closureEnergy]
    have hne := hq.ne'
    generalize ⟪b, A b⟫_ℝ = q at hne ⊢
    field_simp
    ring
  · rintro _ ⟨c, rfl⟩
    change _ ≤ hylleraas A b (c • b)
    rw [hf, closureEnergy, div_le_iff₀ hq]
    nlinarith [sq_nonneg (c * ⟪b, A b⟫_ℝ + ‖b‖ ^ 2)]

variable [FiniteDimensional ℝ E]

/-- A symmetric operator on a finite-dimensional space has an orthonormal basis of eigenvectors. -/
theorem exists_modes {A : Module.End ℝ E} (hA : LinearMap.IsSymmetric A) :
    ∃ (e : OrthonormalBasis (Fin (Module.finrank ℝ E)) ℝ E)
      (w : Fin (Module.finrank ℝ E) → ℝ),
      ∀ i, A (e i) = w i • e i ∧ Module.End.HasEigenvalue A (w i) :=
  ⟨hA.eigenvectorBasis rfl, hA.eigenvalues rfl, fun i =>
    ⟨hA.apply_eigenvectorBasis rfl i, hA.hasEigenvalue_eigenvalues rfl i⟩⟩

/-- In finite dimension, if zero is not an eigenvalue of `A`, then `A⁻¹ b` solves the linear
equation `A y = b`. -/
theorem apply_inverse {A : Module.End ℝ E} (h0 : ¬ Module.End.HasEigenvalue A 0) (b : E) :
    A (Ring.inverse A b) = b := by
  have hu : IsUnit A := by
    refine (LinearMap.isUnit_iff_ker_eq_bot A).2 (LinearMap.ker_eq_bot'.2 fun m hm => ?_)
    by_contra hne
    exact h0 (Module.End.hasEigenvalue_of_hasEigenvector
      ⟨Module.End.mem_eigenspace_iff.2 (by rw [hm, zero_smul]), hne⟩)
  exact LinearMap.congr_fun (Ring.mul_inverse_cancel A hu) b

/-- In finite dimension, a symmetric operator `A` with positive eigenvalues satisfies `⟨x, A x⟩ > 0`
for every nonzero vector `x`. -/
theorem expectation_pos {A : Module.End ℝ E} (hA : LinearMap.IsSymmetric A)
    (hpos : ∀ μ, Module.End.HasEigenvalue A μ → 0 < μ) {x : E} (hx : x ≠ 0) :
    0 < ⟪x, A x⟫_ℝ := by
  obtain ⟨e, w, h⟩ := exists_modes hA
  have hterm : ∀ i, ⟪x, e i⟫_ℝ * ⟪e i, A x⟫_ℝ = w i * ⟪x, e i⟫_ℝ ^ 2 := by
    intro i
    rw [← hA (e i) x, (h i).1, real_inner_smul_left, real_inner_comm x (e i)]
    ring
  rw [← e.sum_inner_mul_inner x (A x), Finset.sum_congr rfl fun i _ => hterm i]
  -- some eigenvector overlaps with `x`
  have hex : ∃ i, ⟪x, e i⟫_ℝ ≠ 0 := by
    by_contra hall
    push Not at hall
    apply hx
    rw [← inner_self_eq_zero (𝕜 := ℝ), ← e.sum_inner_mul_inner x x]
    exact Finset.sum_eq_zero fun i _ => by rw [hall i, zero_mul]
  obtain ⟨i, hi⟩ := hex
  exact Finset.sum_pos' (fun j _ => mul_nonneg (hpos _ (h j).2).le (sq_nonneg _))
    ⟨i, Finset.mem_univ i, mul_pos (hpos _ (h i).2) (by positivity)⟩

/-- In finite dimension, for symmetric `A` without eigenvalue zero, the Hylleraas functional is the
second-order energy plus the quadratic form of `A` in the error `x + A⁻¹ b`. -/
theorem hylleraas_eq {A : Module.End ℝ E} (hA : LinearMap.IsSymmetric A)
    (h0 : ¬ Module.End.HasEigenvalue A 0) (b x : E) :
    hylleraas A b x = secondOrderEnergy A b
      + ⟪x + Ring.inverse A b, A (x + Ring.inverse A b)⟫_ℝ := by
  have hy := apply_inverse h0 b
  have hs := hA (Ring.inverse A b) x
  rw [hy] at hs
  simp only [hylleraas, secondOrderEnergy, map_add, hy, inner_add_left, inner_add_right]
  linear_combination hs - real_inner_comm x b + real_inner_comm (Ring.inverse A b) b

/-- Hylleraas variational principle in finite dimension: for symmetric `A` with positive
eigenvalues, the second-order energy is the minimum of the Hylleraas functional over all trial
vectors. -/
theorem secondOrderEnergy_isLeast {A : Module.End ℝ E} (hA : LinearMap.IsSymmetric A)
    (hpos : ∀ μ, Module.End.HasEigenvalue A μ → 0 < μ) (b : E) :
    IsLeast (Set.range (hylleraas A b)) (secondOrderEnergy A b) := by
  have h0 : ¬ Module.End.HasEigenvalue A 0 := fun h => lt_irrefl 0 (hpos 0 h)
  constructor
  · exact ⟨-Ring.inverse A b, by rw [hylleraas_eq hA h0]; simp⟩
  · rintro _ ⟨x, rfl⟩
    rw [hylleraas_eq hA h0]
    rcases eq_or_ne (x + Ring.inverse A b) 0 with hz | hz
    · simp [hz]
    · linarith [expectation_pos hA hpos hz]

/-- Closure bounds in finite dimension: if `A` is symmetric with all eigenvalues in `[g, G]`,
`g > 0`, and `b ≠ 0`, then `⟨b, A b⟩ > 0` and the second-order energy lies between
`(g + G)² / (4 g G)` times the closure energy and the closure energy itself. -/
theorem closure_bounds {A : Module.End ℝ E} (hA : LinearMap.IsSymmetric A) {g G : ℝ}
    (hg : 0 < g) (hspec : ∀ μ, Module.End.HasEigenvalue A μ → μ ∈ Set.Icc g G)
    {b : E} (hb : b ≠ 0) :
    0 < ⟪b, A b⟫_ℝ ∧
      (g + G) ^ 2 / (4 * g * G) * closureEnergy A b ≤ secondOrderEnergy A b ∧
      secondOrderEnergy A b ≤ closureEnergy A b := by
  have hpos : ∀ μ, Module.End.HasEigenvalue A μ → 0 < μ :=
    fun μ h => hg.trans_le (hspec μ h).1
  have hq := expectation_pos hA hpos hb
  refine ⟨hq, ?_, ?_⟩
  · obtain ⟨e, w, h⟩ := exists_modes hA
    have hG : 0 < G := by
      have : Nontrivial E := ⟨b, 0, hb⟩
      have hi := hspec _ (h ⟨0, Module.finrank_pos⟩).2
      exact hg.trans_le (hi.1.trans hi.2)
    have hy := apply_inverse (fun h => lt_irrefl 0 (hpos 0 h)) b
    have hc : ∀ z i, ⟪e i, A z⟫_ℝ = w i * ⟪e i, z⟫_ℝ := fun z i => by
      rw [← hA (e i) z, (h i).1, real_inner_smul_left]
    -- the spectral inequality `A + g G A⁻¹ ≤ g + G`, mode by mode
    have hK : ⟪b, A b⟫_ℝ + g * G * ⟪b, Ring.inverse A b⟫_ℝ ≤ (g + G) * ‖b‖ ^ 2 := by
      rw [← real_inner_self_eq_norm_sq, ← e.sum_inner_mul_inner b (A b),
        ← e.sum_inner_mul_inner b (Ring.inverse A b), ← e.sum_inner_mul_inner b b,
        Finset.mul_sum, Finset.mul_sum, ← Finset.sum_add_distrib]
      refine Finset.sum_le_sum fun i _ => ?_
      have hbi : ⟪e i, b⟫_ℝ = w i * ⟪e i, Ring.inverse A b⟫_ℝ := by rw [← hc, hy]
      rw [hc b i, real_inner_comm (e i) b, hbi]
      have hw := hspec _ (h i).2
      have hn := mul_nonneg (mul_nonneg (hpos _ (h i).2).le
        (mul_nonneg (sub_nonneg.2 hw.1) (sub_nonneg.2 hw.2)))
        (sq_nonneg ⟪e i, Ring.inverse A b⟫_ℝ)
      linarith
    unfold closureEnergy secondOrderEnergy
    generalize ⟪b, A b⟫_ℝ = q at hq hK ⊢
    generalize ⟪b, Ring.inverse A b⟫_ℝ = p at hK ⊢
    have hp : p ≤ ((g + G) * ‖b‖ ^ 2) ^ 2 / (4 * g * G * q) := by
      rw [le_div_iff₀ (by positivity)]
      nlinarith [mul_le_mul_of_nonneg_left hK hq.le,
        sq_nonneg ((g + G) * ‖b‖ ^ 2 - 2 * q)]
    have he : (g + G) ^ 2 / (4 * g * G) * (-‖b‖ ^ 4 / q)
        = -(((g + G) * ‖b‖ ^ 2) ^ 2 / (4 * g * G * q)) := by
      field_simp
    rw [he]
    exact neg_le_neg hp
  · -- the closure trial vector is one of the vectors admitted by Hylleraas
    obtain ⟨c, hc⟩ := (closureEnergy_isLeast A b hq).1
    rw [← hc]
    exact (secondOrderEnergy_isLeast hA hpos b).2 ⟨c • b, rfl⟩

/-- In finite dimension, for symmetric `A` with positive eigenvalues and `b ≠ 0`, the closure energy
is the exact second-order energy if and only if `b` is an eigenvector of `A`. -/
theorem closure_exact_iff {A : Module.End ℝ E} (hA : LinearMap.IsSymmetric A)
    (hpos : ∀ μ, Module.End.HasEigenvalue A μ → 0 < μ) {b : E} (hb : b ≠ 0) :
    secondOrderEnergy A b = closureEnergy A b ↔ ∃ μ, Module.End.HasEigenvector A μ b := by
  have h0 : ¬ Module.End.HasEigenvalue A 0 := fun h => lt_irrefl 0 (hpos 0 h)
  have hy := apply_inverse h0 b
  constructor
  · intro heq
    obtain ⟨c, hc⟩ := (closureEnergy_isLeast A b (expectation_pos hA hpos hb)).1
    change hylleraas A b (c • b) = _ at hc
    rw [hylleraas_eq hA h0, ← heq] at hc
    -- the error of the optimal trial vector vanishes
    have hz : c • b + Ring.inverse A b = 0 := by
      by_contra hne
      linarith [expectation_pos hA hpos hne]
    have hAz : c • A b + b = 0 := by
      have := congrArg A hz
      rwa [map_add, map_smul, hy, map_zero] at this
    have hc0 : c ≠ 0 := by
      rintro rfl
      exact hb (by simpa using hAz)
    refine ⟨-c⁻¹, Module.End.mem_eigenspace_iff.2 ?_, hb⟩
    have h1 : b = -(c • A b) := eq_neg_of_add_eq_zero_right hAz
    calc A b = (-c⁻¹) • (-(c • A b)) := by
          rw [smul_neg, neg_smul, neg_neg, smul_smul, inv_mul_cancel₀ hc0, one_smul]
      _ = (-c⁻¹) • b := by rw [← h1]
  · rintro ⟨μ, hμ⟩
    have hm := (hpos μ (Module.End.hasEigenvalue_of_hasEigenvector hμ)).ne'
    have hAb : A b = μ • b := Module.End.mem_eigenspace_iff.1 hμ.1
    have hs := hA b (Ring.inverse A b)
    rw [hy, hAb, real_inner_smul_left, real_inner_self_eq_norm_sq] at hs
    have hn : ‖b‖ ≠ 0 := norm_ne_zero_iff.2 hb
    have hp : ⟪b, Ring.inverse A b⟫_ℝ = ‖b‖ ^ 2 / μ := by
      rw [eq_div_iff hm]
      linarith
    rw [secondOrderEnergy, closureEnergy, hp, hAb, real_inner_smul_right,
      real_inner_self_eq_norm_sq]
    field_simp

/-- In finite dimension, for symmetric `A` without eigenvalue zero, the second-order energy equals
`(g + G)² / (4 g G)` times the closure energy when `b` is the sum of two orthogonal unit
eigenvectors with positive eigenvalues `g` and `G`. -/
theorem lower_bound_sharp {A : Module.End ℝ E} (hA : LinearMap.IsSymmetric A)
    (h0 : ¬ Module.End.HasEigenvalue A 0) {g G : ℝ} (hg : 0 < g) (hG : 0 < G) {u v : E}
    (hu : A u = g • u) (hv : A v = G • v) (hu1 : ‖u‖ = 1) (hv1 : ‖v‖ = 1)
    (huv : ⟪u, v⟫_ℝ = 0) :
    secondOrderEnergy A (u + v)
      = (g + G) ^ 2 / (4 * g * G) * closureEnergy A (u + v) := by
  have hvu : ⟪v, u⟫_ℝ = 0 := by rw [real_inner_comm, huv]
  have hy := apply_inverse h0 (u + v)
  have h1 := hA u (Ring.inverse A (u + v))
  have h2 := hA v (Ring.inverse A (u + v))
  rw [hy, hu, real_inner_smul_left, inner_add_right, real_inner_self_eq_norm_sq, hu1, huv] at h1
  rw [hy, hv, real_inner_smul_left, inner_add_right, real_inner_self_eq_norm_sq, hv1, hvu] at h2
  have hp : ⟪u + v, Ring.inverse A (u + v)⟫_ℝ = 1 / g + 1 / G := by
    rw [inner_add_left]
    congr 1
    · rw [eq_div_iff hg.ne']
      linarith
    · rw [eq_div_iff hG.ne']
      linarith
  have hq : ⟪u + v, A (u + v)⟫_ℝ = g + G := by
    rw [map_add, hu, hv]
    simp only [inner_add_left, inner_add_right, real_inner_smul_right,
      real_inner_self_eq_norm_sq, hu1, hv1, huv, hvu]
    ring
  have hn : ‖u + v‖ ^ 2 = 2 := by
    rw [← real_inner_self_eq_norm_sq]
    simp only [inner_add_left, inner_add_right, real_inner_self_eq_norm_sq, hu1, hv1, huv, hvu]
    norm_num
  have hn4 : ‖u + v‖ ^ 4 = 4 := by
    calc ‖u + v‖ ^ 4 = (‖u + v‖ ^ 2) ^ 2 := by ring
      _ = 4 := by rw [hn]; norm_num
  have hgG : g + G ≠ 0 := by positivity
  rw [secondOrderEnergy, closureEnergy, hp, hq, hn4]
  field_simp
  ring

end

end ClosureTrialBounds
```

```lean
#print axioms ClosureTrialBounds.secondOrderEnergy_isLeast
-- 'ClosureTrialBounds.secondOrderEnergy_isLeast' depends on axioms: [propext, Classical.choice, Quot.sound]
#print axioms ClosureTrialBounds.closure_bounds
-- 'ClosureTrialBounds.closure_bounds' depends on axioms: [propext, Classical.choice, Quot.sound]
#print axioms ClosureTrialBounds.closure_exact_iff
-- 'ClosureTrialBounds.closure_exact_iff' depends on axioms: [propext, Classical.choice, Quot.sound]
#print axioms ClosureTrialBounds.lower_bound_sharp
-- 'ClosureTrialBounds.lower_bound_sharp' depends on axioms: [propext, Classical.choice, Quot.sound]
```

## From the hand derivation to the lemmas

`closureEnergy_isLeast` is the one-parameter minimisation. It needs only q > 0, neither symmetry nor finite dimension. The fact `hf` expands J(cb); the minimising c is then supplied explicitly, and `nlinarith` obtains the inequality for all other c from the square of cq + ‖b‖².

`exists_modes` provides the eigenvectors `e i` and eigenvalues `w i`. `apply_inverse` shows that A has trivial kernel, hence is invertible, and concludes that A(A⁻¹b) = b. `expectation_pos` writes ⟨x, Ax⟩ as the weighted sum of squares and finds one eigenvector that overlaps with x, which makes the sum strictly positive.

`hylleraas_eq` is the completed square. `secondOrderEnergy_isLeast` evaluates it at −A⁻¹b, where the error vanishes, and uses positivity for every other trial vector.

In `closure_bounds`, the upper bound takes the optimal multiple of b and inserts it into the Hylleraas principle. For the lower bound, `hK` is the summed spectral inequality. Lean works with the components yᵢ of A⁻¹b and substitutes bᵢ = wᵢyᵢ, so the inequality for each eigenvector is multiplied by wᵢyᵢ² and no division by wᵢ occurs. The inner products are then replaced by the letters `q` and `p`, and `nlinarith` combines `hK`, multiplied by q, with the square of (g + G)‖b‖² − 2q.

`closure_exact_iff` proves both directions of the eigenvector criterion, assuming positive eigenvalues but no interval. `lower_bound_sharp` computes p, q and ‖u + v‖⁴ for the two-eigenvector case. It asks only that zero is not an eigenvalue and that g and G are positive; the equality attains the bound of `closure_bounds` when the whole spectrum also lies in [g, G].
